# The Debye–Conwell mobility integral equals 1 − q²g, where g'' + g = 1/q² for q > 0

I would like to take the two functions below as plain integrals over x > 0, and not define them through sine and cosine integrals, so that the trigonometric form has to be derived:

M(q) = ∫₀^∞ x³ e^(−x) / (x² + q²) dx

g(q) = ∫₀^∞ x e^(−x) / (x² + q²) dx

For a non-degenerate carrier gas in one isotropic parabolic band of a bulk crystal, with the logarithm in the impurity scattering rate held constant, M is the low-field mobility relative to its lattice-only value when acoustic-phonon scattering through the deformation potential and ionized-impurity scattering act together. Here q² is the ratio of the impurity rate to the phonon rate at carrier energy k_BT. The claim is that, for q > 0, M = 1 − q²g and g'' + g = 1/q², which is how sine and cosine integrals enter the mobility. Can this be proved in Lean from the integrals themselves, including the differentiation under the integral sign?

## From half-line integrals to sines and cosines

Yes, with q > 0 as the only hypothesis. It helps to move q out of the denominator. For n = 0, 1, 2, … define the moments

Lₙ(q) = ∫₀^∞ tⁿ e^(−qt) / (1 + t²) dt.

Substitute x = qt, so that dx = q dt and x² + q² = q²(1 + t²). Then

g = L₁ and M = q² L₃.

Adding two moments whose orders differ by two cancels the denominator and leaves a gamma integral:

Lₙ₊₂ + Lₙ = ∫₀^∞ tⁿ e^(−qt) dt = n!/qⁿ⁺¹.

For n = 1 this reads L₃ + L₁ = 1/q², and multiplying by q² gives M = 1 − q²g.

Differentiating under the integral gives Lₙ' = −Lₙ₊₁. This is allowed because, for all parameter values above q/2, the differentiated integrand is bounded in size by tⁿ⁺¹ e^(−qt/2)/(1 + t²), which is integrable. Hence g' = −L₂ and

g'' = L₃ = 1/q² − g.

For the trigonometric form, let t now be the argument of the moments. Since L₂(t) + L₀(t) = 1/t, the product rule gives

d/dt [L₀ sin t − L₁ cos t] = (L₀ + L₂) cos t = cos t / t

d/dt [−L₁ sin t − L₀ cos t] = (L₀ + L₂) sin t = sin t / t.

Integrate both from q to b, multiply the first by cos q and the second by sin q, and add:

cos q ∫_q^b cos t/t dt + sin q ∫_q^b sin t/t dt = L₁(q) − [L₁(b) cos(b − q) − L₀(b) sin(b − q)].

The moments are nonnegative, so the sum rule gives Lₙ(b) ≤ n!/bⁿ⁺¹. The bracket is therefore at most 1/b² + 1/b in size and vanishes as b → ∞. What remains is L₁(q) = g(q).

```lean
import Mathlib

open MeasureTheory Set Filter Topology

namespace DebyeConwellMobility

noncomputable section

/-- The mobility integral `M(q)`, over `x > 0`, of `x³ exp(-x) / (x² + q²)`. -/
def mobilityM (q : ℝ) : ℝ := ∫ x in Ioi (0 : ℝ), x ^ 3 * Real.exp (-x) / (x ^ 2 + q ^ 2)

/-- The auxiliary integral `g(q)`, over `x > 0`, of `x exp(-x) / (x² + q²)`. -/
def auxG (q : ℝ) : ℝ := ∫ x in Ioi (0 : ℝ), x * Real.exp (-x) / (x ^ 2 + q ^ 2)

/-- The moment `L_n(q)`: the integral over `t > 0` of `tⁿ exp(-q t) / (1 + t²)`. -/
def moment (n : ℕ) (q : ℝ) : ℝ :=
  ∫ t in Ioi (0 : ℝ), t ^ n * Real.exp (-(q * t)) / (1 + t ^ 2)

/-- For `q > 0` the integral of `tⁿ exp(-q t)` over `t > 0` is `n! / q^(n+1)`. -/
theorem integral_pow_mul_exp (n : ℕ) {q : ℝ} (hq : 0 < q) :
    ∫ t in Ioi (0 : ℝ), t ^ n * Real.exp (-(q * t)) = (n.factorial : ℝ) / q ^ (n + 1) := by
  have h := Real.integral_rpow_mul_exp_neg_mul_Ioi (a := (n : ℝ) + 1) (r := q)
    (by positivity) hq
  rw [Real.Gamma_nat_eq_factorial, add_sub_cancel_right] at h
  simp only [Real.rpow_natCast] at h
  have e : (n : ℝ) + 1 = ((n + 1 : ℕ) : ℝ) := by simp
  rw [h, e, Real.rpow_natCast, one_div, inv_pow, div_eq_inv_mul]

/-- For `q > 0` the integrand of the moment `L_n(q)` is integrable over `t > 0`. -/
theorem integrable_moment (n : ℕ) {q : ℝ} (hq : 0 < q) :
    Integrable (fun t : ℝ => t ^ n * Real.exp (-(q * t)) / (1 + t ^ 2))
      (volume.restrict (Ioi 0)) := by
  -- a non-integrable function would have integral zero in Lean, but this one is positive
  have h0 : Integrable (fun t : ℝ => t ^ n * Real.exp (-(q * t)))
      (volume.restrict (Ioi 0)) := by
    by_contra hn
    have h := integral_pow_mul_exp n hq
    rw [integral_undef hn] at h
    have : (0 : ℝ) < (n.factorial : ℝ) / q ^ (n + 1) := by positivity
    linarith
  refine h0.mono' (Continuous.div (by fun_prop) (by fun_prop)
    (fun t => by positivity)).aestronglyMeasurable ?_
  refine ae_restrict_of_forall_mem measurableSet_Ioi fun t ht => ?_
  have ht' : 0 < t := ht
  rw [Real.norm_of_nonneg (by positivity)]
  exact div_le_self (by positivity) (by nlinarith [sq_nonneg t])

/-- For `q > 0`, adding moments two orders apart cancels the denominator:
`L_(n+2) + L_n = n! / q^(n+1)`. -/
theorem moment_add (n : ℕ) {q : ℝ} (hq : 0 < q) :
    moment (n + 2) q + moment n q = (n.factorial : ℝ) / q ^ (n + 1) := by
  unfold moment
  rw [← integral_add (integrable_moment (n + 2) hq) (integrable_moment n hq),
    ← integral_pow_mul_exp n hq]
  refine setIntegral_congr_fun measurableSet_Ioi fun t _ => ?_
  show t ^ (n + 2) * Real.exp (-(q * t)) / (1 + t ^ 2)
    + t ^ n * Real.exp (-(q * t)) / (1 + t ^ 2) = t ^ n * Real.exp (-(q * t))
  have h : 1 + t ^ 2 ≠ 0 := by positivity
  rw [← add_div, div_eq_iff h]
  ring

/-- For `q > 0`, differentiating a moment raises its order: `L_n' = -L_(n+1)`. -/
theorem hasDerivAt_moment (n : ℕ) {q : ℝ} (hq : 0 < q) :
    HasDerivAt (moment n) (-moment (n + 1) q) q := by
  have hc : ∀ (m : ℕ) (x : ℝ), Continuous
      (fun t : ℝ => t ^ m * Real.exp (-(x * t)) / (1 + t ^ 2)) := fun m x =>
    Continuous.div (by fun_prop) (by fun_prop) (fun t => by positivity)
  have hq2 : 0 < q / 2 := by positivity
  -- for `x > q/2` the derivative of the integrand is dominated by its size at `q/2`
  have key := hasDerivAt_integral_of_dominated_loc_of_deriv_le
    (μ := volume.restrict (Ioi (0 : ℝ)))
    (F := fun x t : ℝ => t ^ n * Real.exp (-(x * t)) / (1 + t ^ 2))
    (F' := fun x t : ℝ => -(t ^ (n + 1) * Real.exp (-(x * t)) / (1 + t ^ 2)))
    (x₀ := q) (s := Ioi (q / 2))
    (bound := fun t : ℝ => t ^ (n + 1) * Real.exp (-(q / 2 * t)) / (1 + t ^ 2))
    (Ioi_mem_nhds (by linarith))
    (Eventually.of_forall fun x => (hc n x).aestronglyMeasurable)
    (integrable_moment n hq) (hc (n + 1) q).neg.aestronglyMeasurable
    (ae_restrict_of_forall_mem measurableSet_Ioi fun t ht x hx => by
      have ht' : 0 < t := ht
      have hx' : q / 2 < x := hx
      rw [norm_neg, Real.norm_of_nonneg (by positivity)]
      gcongr)
    (integrable_moment (n + 1) hq2)
    (Eventually.of_forall fun t x _ => by
      have h1 : HasDerivAt (fun x : ℝ => -(x * t)) (-t) x := (hasDerivAt_mul_const t).fun_neg
      exact ((h1.exp.const_mul (t ^ n)).div_const (1 + t ^ 2)).congr_deriv (by ring))
  have h := key.2
  rw [integral_neg] at h
  exact h

/-- For `q > 0`, the substitution `x = q t` turns the integral of
`xⁿ exp(-x) / (x² + q²)` over `x > 0` into `(qⁿ / q) L_n(q)`. -/
theorem integral_scaling (n : ℕ) {q : ℝ} (hq : 0 < q) :
    ∫ x in Ioi (0 : ℝ), x ^ n * Real.exp (-x) / (x ^ 2 + q ^ 2) = q ^ n / q * moment n q := by
  have h := integral_comp_mul_left_Ioi
    (fun x : ℝ => x ^ n * Real.exp (-x) / (x ^ 2 + q ^ 2)) 0 hq
  rw [mul_zero, smul_eq_mul] at h
  have h2 : ∫ t in Ioi (0 : ℝ), (q * t) ^ n * Real.exp (-(q * t)) / ((q * t) ^ 2 + q ^ 2)
      = q ^ n / q ^ 2 * moment n q := by
    unfold moment
    rw [← integral_const_mul]
    refine setIntegral_congr_fun measurableSet_Ioi fun t _ => ?_
    show (q * t) ^ n * Real.exp (-(q * t)) / ((q * t) ^ 2 + q ^ 2)
      = q ^ n / q ^ 2 * (t ^ n * Real.exp (-(q * t)) / (1 + t ^ 2))
    rw [show (q * t) ^ 2 + q ^ 2 = q ^ 2 * (1 + t ^ 2) by ring, mul_pow, mul_assoc,
      mul_div_mul_comm]
  have h4 : ∀ I c L : ℝ, q⁻¹ * I = c / q ^ 2 * L → I = c / q * L := by
    intro I c L hI
    calc I = q * (q⁻¹ * I) := (mul_inv_cancel_left₀ hq.ne' I).symm
      _ = q * (c / q ^ 2 * L) := by rw [hI]
      _ = c / q * L := by field_simp
  exact h4 _ _ _ (h.symm.trans h2)

/-- For `q > 0` the auxiliary integral `g(q)` is the first moment `L_1(q)`. -/
theorem auxG_eq_moment {q : ℝ} (hq : 0 < q) : auxG q = moment 1 q := by
  have h := integral_scaling 1 hq
  simp only [pow_one, div_self hq.ne', one_mul] at h
  exact h

/-- For `q > 0` the mobility integral is `M = 1 - q² g`. -/
theorem mobilityM_eq {q : ℝ} (hq : 0 < q) : mobilityM q = 1 - q ^ 2 * auxG q := by
  have h : moment 3 q + moment 1 q = 1 / q ^ 2 := by simpa using moment_add 1 hq
  have h3 : moment 3 q = 1 / q ^ 2 - moment 1 q := by linarith
  have hM : mobilityM q = q ^ 3 / q * moment 3 q := integral_scaling 3 hq
  have e1 : q ^ 3 / q = q ^ 2 := by field_simp
  have e2 : q ^ 2 * (1 / q ^ 2) = 1 := by field_simp
  rw [hM, auxG_eq_moment hq, e1, h3, mul_sub, e2]

/-- For `q > 0` the function `g` is twice differentiable and obeys `g'' + g = 1/q²`. -/
theorem auxG_ode {q : ℝ} (hq : 0 < q) :
    DifferentiableAt ℝ auxG q ∧ DifferentiableAt ℝ (deriv auxG) q ∧
      deriv (deriv auxG) q + auxG q = 1 / q ^ 2 := by
  have h1 : ∀ x : ℝ, 0 < x → HasDerivAt auxG (-moment 2 x) x := fun x hx =>
    (hasDerivAt_moment 1 hx).congr_of_eventuallyEq
      ((eventually_gt_nhds hx).mono fun y hy => auxG_eq_moment hy)
  have h2 : HasDerivAt (deriv auxG) (- -moment 3 q) q :=
    (hasDerivAt_moment 2 hq).fun_neg.congr_of_eventuallyEq
      ((eventually_gt_nhds hq).mono fun y hy => (h1 y hy).deriv)
  have h : moment 3 q + moment 1 q = 1 / q ^ 2 := by simpa using moment_add 1 hq
  refine ⟨(h1 q hq).differentiableAt, h2.differentiableAt, ?_⟩
  rw [h2.deriv, neg_neg, auxG_eq_moment hq, h]

/-- For `0 < q ≤ b`, the sine and cosine integrals from `q` to `b` give `L_1(q)` up to a
remainder built from the moments at `b`. -/
theorem trig_integrals {q b : ℝ} (hq : 0 < q) (hb : q ≤ b) :
    Real.cos q * (∫ t in q..b, Real.cos t / t) + Real.sin q * (∫ t in q..b, Real.sin t / t)
      = moment 1 q - (moment 1 b * Real.cos (b - q) - moment 0 b * Real.sin (b - q)) := by
  have hpos : ∀ t ∈ uIcc q b, 0 < t := fun t ht => by
    rw [uIcc_of_le hb] at ht
    exact hq.trans_le ht.1
  have hne : ∀ t ∈ uIcc q b, t ≠ 0 := fun t ht => (hpos t ht).ne'
  have hL : ∀ t : ℝ, 0 < t → moment 2 t + moment 0 t = 1 / t := fun t ht => by
    simpa using moment_add 0 ht
  -- antiderivatives of `cos t / t` and `sin t / t`
  have hC := intervalIntegral.integral_eq_sub_of_hasDerivAt (a := q) (b := b)
    (f := fun t => moment 0 t * Real.sin t - moment 1 t * Real.cos t)
    (f' := fun t => Real.cos t / t)
    (fun t ht => (((hasDerivAt_moment 0 (hpos t ht)).fun_mul (Real.hasDerivAt_sin t)).fun_sub
      ((hasDerivAt_moment 1 (hpos t ht)).fun_mul (Real.hasDerivAt_cos t))).congr_deriv (by
        norm_num only
        linear_combination Real.cos t * hL t (hpos t ht)))
    (ContinuousOn.div (by fun_prop) (by fun_prop) hne).intervalIntegrable
  have hS := intervalIntegral.integral_eq_sub_of_hasDerivAt (a := q) (b := b)
    (f := fun t => -(moment 1 t * Real.sin t + moment 0 t * Real.cos t))
    (f' := fun t => Real.sin t / t)
    (fun t ht => (((hasDerivAt_moment 1 (hpos t ht)).fun_mul (Real.hasDerivAt_sin t)).fun_add
      ((hasDerivAt_moment 0 (hpos t ht)).fun_mul (Real.hasDerivAt_cos t))).fun_neg.congr_deriv (by
        norm_num only
        linear_combination Real.sin t * hL t (hpos t ht)))
    (ContinuousOn.div (by fun_prop) (by fun_prop) hne).intervalIntegrable
  rw [hC, hS, Real.cos_sub, Real.sin_sub]
  linear_combination moment 1 q * Real.sin_sq_add_cos_sq q

/-- For `q > 0`, the mobility integral in terms of sine and cosine integrals: `M(q)` is the
limit `b → ∞` of `1 - q² (cos q ∫ cos t / t + sin q ∫ sin t / t)`, integrated from `q` to `b`. -/
theorem mobilityM_trig {q : ℝ} (hq : 0 < q) :
    Tendsto (fun b : ℝ => 1 - q ^ 2 * (Real.cos q * (∫ t in q..b, Real.cos t / t)
      + Real.sin q * (∫ t in q..b, Real.sin t / t))) atTop (𝓝 (mobilityM q)) := by
  have hnn : ∀ (n : ℕ) (x : ℝ), 0 ≤ moment n x := fun n x =>
    setIntegral_nonneg measurableSet_Ioi fun t ht => by
      have ht' : 0 < t := ht
      positivity
  -- the moments decay at infinity
  have hle : ∀ (n : ℕ) (x : ℝ), 0 < x → moment n x ≤ (n.factorial : ℝ) / x ^ (n + 1) := by
    intro n x hx
    rw [← moment_add n hx]
    exact le_add_of_nonneg_left (hnn (n + 2) x)
  have hlim : ∀ n : ℕ, Tendsto (moment n) atTop (𝓝 0) := by
    intro n
    have hz : Tendsto (fun x : ℝ => (n.factorial : ℝ) / x ^ (n + 1)) atTop (𝓝 0) :=
      tendsto_const_nhds.div_atTop (tendsto_pow_atTop (Nat.succ_ne_zero n))
    exact squeeze_zero' (Eventually.of_forall (hnn n))
      ((eventually_gt_atTop 0).mono (hle n)) hz
  have hR : Tendsto (fun b => moment 1 b * Real.cos (b - q) - moment 0 b * Real.sin (b - q))
      atTop (𝓝 0) := by
    refine squeeze_zero_norm' (a := fun b => moment 1 b + moment 0 b)
      (Eventually.of_forall fun b => ?_) (by simpa using (hlim 1).add (hlim 0))
    have c1 := mul_le_mul_of_nonneg_left (Real.cos_le_one (b - q)) (hnn 1 b)
    have c2 := mul_le_mul_of_nonneg_left (Real.neg_one_le_cos (b - q)) (hnn 1 b)
    have s1 := mul_le_mul_of_nonneg_left (Real.sin_le_one (b - q)) (hnn 0 b)
    have s2 := mul_le_mul_of_nonneg_left (Real.neg_one_le_sin (b - q)) (hnn 0 b)
    rw [Real.norm_eq_abs, abs_le]
    constructor <;> linarith
  have h := (hR.const_mul (q ^ 2)).const_add (mobilityM q)
  rw [mul_zero, add_zero] at h
  refine h.congr' ((eventually_ge_atTop q).mono fun b hb => ?_)
  beta_reduce
  rw [trig_integrals hq hb, mobilityM_eq hq, auxG_eq_moment hq]
  ring

end

end DebyeConwellMobility
```

```lean
#print axioms DebyeConwellMobility.auxG_ode
#print axioms DebyeConwellMobility.mobilityM_trig
```

```
'DebyeConwellMobility.auxG_ode' depends on axioms: [propext, Classical.choice, Quot.sound]
'DebyeConwellMobility.mobilityM_trig' depends on axioms: [propext, Classical.choice, Quot.sound]
```

## What the theorems say about the mobility

`mobilityM` and `auxG` are M and g, written as integrals over `Ioi (0 : ℝ)`, the open half-line. The variable x is the carrier energy in units of k_BT, and q is a real number with `0 < q`.

- `mobilityM_eq` states M = 1 − q²g.
- `auxG_ode` states that g and its derivative are differentiable at q, and that g'' + g = 1/q². Differentiability is listed separately because Lean assigns the value zero to a derivative that does not exist, as it does to the integral of a non-integrable function.
- `mobilityM_trig` states that 1 − q² times the trigonometric combination above tends to M(q) as b → ∞.

The physics that leads to M is an input. It assumes a non-degenerate carrier gas in one isotropic parabolic band, with relaxation times proportional to x^(−1/2) for phonons and x^(3/2) for impurities. The first power law is that of quasi-elastic deformation-potential scattering in three dimensions, by acoustic phonons with energies well below k_BT; piezoelectric scattering follows a different one. The second power law requires the slowly varying logarithm in the impurity rate to be frozen at a constant. Adding the two rates then produces the denominator x² + q², where q² is the prefactor of the phonon relaxation time divided by that of the impurity relaxation time. Pure lattice scattering, q = 0, is not covered; there the integral for g diverges.

## How the moments carry the proof

`integral_pow_mul_exp` is the gamma integral. `integrable_moment` obtains integrability from it: Lean gives a non-integrable function the integral zero, and this integral is positive, so its integrand is integrable. Dividing by 1 + t² only makes that integrand smaller. `moment_add` is the sum rule, and `integral_scaling` is the substitution x = qt.

`hasDerivAt_moment` applies Mathlib's theorem on dominated differentiation, with the bound taken at q/2 as above. In `auxG_ode` this is used twice. Because g = L₁ is proved only for positive arguments, the proof transfers the derivative through equality in a neighbourhood of q.

`trig_integrals` supplies the two antiderivatives to the fundamental theorem of calculus. The `linear_combination` steps insert L₂ + L₀ = 1/t and, at the end, sin²q + cos²q = 1. Finally, `mobilityM_trig` squeezes the remainder to zero.

## Evaluating the formula, and the missing π/2

With the usual special functions Ci(q) = −∫_q^∞ cos t/t dt and Si(q) = ∫₀^q sin t/t dt, the limit becomes

M(q) = 1 + q² [cos q · Ci(q) + sin q · (Si(q) − π/2)].

This rewriting also uses the convergence of each integral separately and the value ∫₀^∞ sin t/t dt = π/2, which the file does not need. Within the two-mechanism model described above, a mobility code can evaluate this line with a library routine for Si and Ci and multiply by the lattice mobility. For large q the line subtracts nearly equal numbers, since M falls off as 6/q², and direct quadrature of the integral for M is then safer.

The π/2 is easily lost, because a library routine for Si returns Si and not Si − π/2. Checking the differential equation will not reveal the error: leaving out π/2 changes g by a multiple of sin q, which solves the homogeneous equation. Decay at large q does reveal it, since the true g tends to zero and the wrong one keeps oscillating.
